# Finite Eliashberg matrices for one phonon mode are negative definite when $T\ge w\sqrt{\lambda/12}$

Take a metal whose electrons couple isotropically to one phonon mode, neglect Coulomb repulsion, and ask whether the normal state is unstable to pairing at temperature $T$. Keep the gap only at the lowest Matsubara frequencies, $\pm\pi T$, with the same value at both. Let $l(j)$ be the phonon coupling at frequency transfer $2\pi Tj$. The attraction is $l(0)+l(1)$, and the self-energy raises the bare frequency, 1 in units of $\pi T$, to $1+l(0)$. The difference is

$$K_{00}=l(0)+l(1)-\bigl(1+l(0)\bigr)=l(1)-1 .$$

The static part $l(0)$ cancels, however strong it is. An instability needs $K_{00}\ge 0$, hence $l(1)\ge 1$, which a high enough temperature excludes. With more frequencies the same cancellation leaves a sum of $l(j)$ over $j\ge1$.

In Lean 4 with Mathlib:

```lean
import Mathlib

open Matrix Finset

namespace EliashbergUpperBound

noncomputable section
```

For mode frequency $w$ (often written $\Omega$) and dimensionless strength $\lambda$ (`lam`), with $\hbar=k_B=1$,

$$l(j)=\frac{\lambda w^2}{w^2+(2\pi Tj)^2}.$$

Here $\lambda=l(0)$. In the normal state at $T\ll w$, the phonons enhance the electron mass at the Fermi level by the factor $1+\lambda$.

```lean
/-- Coupling `l(j)` of electrons to one phonon mode of frequency `w` and strength `lam` at
temperature `T`, for Matsubara index transfer `j`; the domain is `w ≠ 0` or `T * j ≠ 0`. -/
def einsteinCoupling (lam w T : ℝ) (j : ℤ) : ℝ :=
  lam * w ^ 2 / (w ^ 2 + (2 * Real.pi * T * j) ^ 2)
```

A spectrum of finitely many modes, with strengths $\lambda_k$ and frequencies $w_k$, adds their couplings.

```lean
/-- Coupling to finitely many phonon modes, the sum of the single-mode couplings; the domain
is that of each single-mode coupling. -/
def phononCoupling {ι : Type*} [Fintype ι] (lam w : ι → ℝ) (T : ℝ) (j : ℤ) : ℝ :=
  ∑ k, einsteinCoupling (lam k) (w k) T j
```

Write $S_M=l(1)+\dots+l(M)$. The code sums from index 0, hence the shift `j + 1`.

```lean
/-- The partial sum `l(1) + ... + l(M)` of the coupling. -/
def couplingSum (l : ℤ → ℝ) (M : ℕ) : ℝ := ∑ j ∈ range M, l ((j : ℤ) + 1)
```

Matsubara frequencies are $(2m+1)\pi T$. For a gap even in frequency, the negative partner of $n$ is $-n-1$, so $m,n\ge0$ suffice and the attraction is $A_{mn}=l(m-n)+l(m+n+1)$.

```lean
/-- Phonon-mediated attraction between the Matsubara frequencies `m` and `n`, for a gap that is
even in frequency. -/
def attraction (l : ℤ → ℝ) (m n : ℕ) : ℝ := l ((m : ℤ) - n) + l ((m : ℤ) + n + 1)
```

In the self-energy, positive and negative frequencies enter with opposite signs. What survives is $\sum_{j=-m}^{m}l(j)$, so the renormalised frequency is $R_m=2m+1+l(0)+2S_m$.

```lean
/-- Matsubara frequency `m` in units of `π T`, renormalised by the electron self-energy. -/
def renormFreq (l : ℤ → ℝ) (m : ℕ) : ℝ := 2 * (m : ℝ) + 1 + l 0 + 2 * couplingSum l m
```

The linearised gap equation is $Kv=0$ with $K_{mn}=A_{mn}-\delta_{mn}R_m$. The component $v_m$ is the gap divided by its Matsubara frequency, up to a constant factor. `Fin N` holds the indices $0,\dots,N-1$. The coupling is isotropic and Coulomb repulsion is absent.

```lean
/-- The Eliashberg matrix `K` truncated to `N` Matsubara frequencies. -/
def pairingKernel (l : ℤ → ℝ) (N : ℕ) : Matrix (Fin N) (Fin N) ℝ :=
  Matrix.of fun m n => attraction l m n - if m = n then renormFreq l m else 0
```

Since $l(-j)=l(j)$, exchanging $m$ and $n$ leaves $A_{mn}$ unchanged.

```lean
/-- For a coupling even in frequency, the attraction is symmetric in the two frequencies. -/
theorem attraction_comm {l : ℤ → ℝ} (heven : ∀ j, l (-j) = l j) (m n : ℕ) :
    attraction l m n = attraction l n m := by
  unfold attraction
  rw [← heven ((m : ℤ) - n), neg_sub, add_comm (m : ℤ) n]
```

The diagonal term doesn't affect symmetry, so $K$ is symmetric and its eigenvalues are real.

```lean
/-- For a coupling even in frequency, the truncated Eliashberg matrix is symmetric. -/
theorem pairingKernel_isSymm {l : ℤ → ℝ} (heven : ∀ j, l (-j) = l j) (N : ℕ) :
    (pairingKernel l N).IsSymm := by
  ext m n
  simp only [Matrix.transpose_apply, pairingKernel, Matrix.of_apply]
  rw [attraction_comm heven n m]
  by_cases h : m = n
  · subst h
    rfl
  · rw [if_neg h, if_neg (Ne.symm h)]
```

Next, sum a row of the attraction. With $N=m+1+k$,

$$\sum_{n<N}l(m-n)=l(0)+S_m+S_k,\qquad \sum_{n<N}l(m+n+1)=S_{m+N}-S_m,$$

so the total is $l(0)+S_k+S_{m+N}$. The inductions `h2` and `h3` prove these two sums; `h1` supplies the part with $n\le m$.

```lean
/-- For a coupling even in frequency, the total attraction felt by frequency `m` in a truncation
to `m + 1 + k` frequencies is `l(0)` plus two partial sums of the coupling. -/
theorem attraction_row_sum {l : ℤ → ℝ} (heven : ∀ j, l (-j) = l j) (m k : ℕ) :
    ∑ n ∈ range (m + 1 + k), attraction l m n
      = l 0 + couplingSum l k + couplingSum l (m + (m + 1 + k)) := by
  -- frequencies up to `m`
  have h1 : ∀ a : ℕ, ∑ n ∈ range (a + 1), l ((a : ℤ) - n) = l 0 + couplingSum l a := by
    intro a
    induction a with
    | zero => simp [couplingSum]
    | succ a ih =>
      rw [Finset.sum_range_succ']
      have e : ∀ n : ℕ, ((a + 1 : ℕ) : ℤ) - ((n + 1 : ℕ) : ℤ) = (a : ℤ) - n := by
        intro n
        push_cast
        ring
      have e0 : ((a + 1 : ℕ) : ℤ) - ((0 : ℕ) : ℤ) = (a : ℤ) + 1 := by
        push_cast
        ring
      simp only [e, e0]
      rw [ih, couplingSum, couplingSum, Finset.sum_range_succ]
      ring
  -- all frequencies of the truncation, adding those above `m`
  have h2 : ∀ b : ℕ, ∑ n ∈ range (m + 1 + b), l ((m : ℤ) - n)
      = l 0 + couplingSum l m + couplingSum l b := by
    intro b
    induction b with
    | zero => simpa [couplingSum] using h1 m
    | succ b ih =>
      have e : (m : ℤ) - ((m + 1 + b : ℕ) : ℤ) = -((b : ℤ) + 1) := by
        push_cast
        ring
      rw [← add_assoc, Finset.sum_range_succ, ih, e, heven]
      simp only [couplingSum, Finset.sum_range_succ]
      ring
  -- the mirror frequencies
  have h3 : ∀ b : ℕ, ∑ n ∈ range b, l ((m : ℤ) + n + 1)
      = couplingSum l (m + b) - couplingSum l m := by
    intro b
    induction b with
    | zero => simp
    | succ b ih =>
      rw [Finset.sum_range_succ, ih, ← add_assoc]
      simp only [couplingSum, Finset.sum_range_succ]
      push_cast
      ring
  simp only [attraction, Finset.sum_add_distrib]
  rw [h2, h3]
  ring
```

Now let $l\ge0$. From $2v_mv_n\le v_m^2+v_n^2$ and the symmetry of $A$,

$$v\cdot Kv\le\sum_m\Bigl(\sum_nA_{mn}-R_m\Bigr)v_m^2 .$$

The bracket equals $S_k+S_{m+N}-2S_m-2m-1$, with $l(0)$ gone. Both $k$ and $m+N$ are at most $2N$, so it is at most $2S_{2N}-1$. In the code, `hAM` is the inequality for squares and `hrow` the bound on each row.

```lean
/-- For any nonnegative coupling even in frequency, the quadratic form of the `N`-frequency
Eliashberg matrix is at most `2 (l(1) + ... + l(2N)) - 1` times the squared norm of `v`. -/
theorem pairing_form_le {l : ℤ → ℝ} (heven : ∀ j, l (-j) = l j) (hpos : ∀ j, 0 ≤ l j)
    (N : ℕ) (v : Fin N → ℝ) :
    v ⬝ᵥ (pairingKernel l N *ᵥ v) ≤ (2 * couplingSum l (2 * N) - 1) * ∑ m, v m ^ 2 := by
  have hform : v ⬝ᵥ (pairingKernel l N *ᵥ v)
      = ∑ m : Fin N, ∑ n : Fin N, attraction l m n * (v m * v n)
        - ∑ m : Fin N, renormFreq l m * v m ^ 2 := by
    simp only [dotProduct, Matrix.mulVec, pairingKernel, Matrix.of_apply]
    rw [← Finset.sum_sub_distrib]
    refine Finset.sum_congr rfl fun m _ => ?_
    have hd : renormFreq l m * v m ^ 2
        = ∑ n : Fin N, if m = n then renormFreq l m * v m * v n else 0 := by
      rw [Finset.sum_ite_eq, if_pos (Finset.mem_univ m)]
      ring
    rw [hd, Finset.mul_sum, ← Finset.sum_sub_distrib]
    refine Finset.sum_congr rfl fun n _ => ?_
    split_ifs <;> ring
  have hsym : ∑ m : Fin N, ∑ n : Fin N, attraction l m n * v n ^ 2
      = ∑ m : Fin N, ∑ n : Fin N, attraction l m n * v m ^ 2 := by
    rw [Finset.sum_comm]
    refine Finset.sum_congr rfl fun m _ => Finset.sum_congr rfl fun n _ => ?_
    rw [attraction_comm heven n m]
  -- `2 v_m v_n ≤ v_m² + v_n²` moves all attraction to the diagonal
  have hAM : ∑ m : Fin N, ∑ n : Fin N, attraction l m n * (v m * v n)
      ≤ ∑ m : Fin N, ∑ n : Fin N,
        (attraction l m n * v m ^ 2 / 2 + attraction l m n * v n ^ 2 / 2) := by
    refine Finset.sum_le_sum fun m _ => Finset.sum_le_sum fun n _ => ?_
    have hA : 0 ≤ attraction l m n := add_nonneg (hpos _) (hpos _)
    nlinarith [mul_nonneg hA (sq_nonneg (v m - v n))]
  simp only [Finset.sum_add_distrib, ← Finset.sum_div] at hAM
  have hmono : ∀ a b : ℕ, a ≤ b → couplingSum l a ≤ couplingSum l b := fun a b hab =>
    Finset.sum_le_sum_of_subset_of_nonneg (Finset.range_mono hab) fun _ _ _ => hpos _
  have hrow : ∀ m : Fin N, ∑ n : Fin N, attraction l m n * v m ^ 2
      ≤ (renormFreq l m + (2 * couplingSum l (2 * N) - 1)) * v m ^ 2 := by
    intro m
    have hm := m.isLt
    obtain ⟨k, hk⟩ : ∃ k, N = (m : ℕ) + 1 + k := ⟨N - ((m : ℕ) + 1), by omega⟩
    have hr := attraction_row_sum heven (m : ℕ) k
    rw [← hk] at hr
    rw [← Finset.sum_mul, Fin.sum_univ_eq_sum_range (fun n => attraction l m n) N, hr]
    refine mul_le_mul_of_nonneg_right ?_ (sq_nonneg _)
    have a1 := hmono k (2 * N) (by omega)
    have a2 := hmono ((m : ℕ) + N) (2 * N) (by omega)
    have a3 : 0 ≤ couplingSum l m := Finset.sum_nonneg fun _ _ => hpos _
    have a4 : (0 : ℝ) ≤ ((m : ℕ) : ℝ) := Nat.cast_nonneg _
    unfold renormFreq
    linarith
  have hsum := Finset.sum_le_sum fun m (_ : m ∈ Finset.univ) => hrow m
  simp only [add_mul, Finset.sum_add_distrib, ← Finset.mul_sum] at hsum hsym hAM
  rw [hform]
  linarith
```

It remains to show $S_M<\tfrac12$. For several modes the temperature condition is $T\ge\sqrt{\sum_k\lambda_kw_k^2/12}$, which gives $\sum_k\lambda_kw_k^2\le12T^2$. Dropping $w_k^2$ from each denominator, for $j\ge1$,

$$l(j)\le\frac{\sum_k\lambda_kw_k^2}{4\pi^2T^2j^2}\le\frac{3}{\pi^2j^2}.$$

A finite sum of $1/j^2$ is strictly below $\pi^2/6$, so $S_M<\tfrac12$ even at the threshold temperature. `hterm` and `hbasel` are these two estimates.

In the limit $w\to0$ at fixed $\lambda w^2$, dropping $w^2$ costs nothing: at threshold each $l(j)$ with $j\ge1$ tends to $3/(\pi^2j^2)$.

```lean
/-- For modes with positive couplings and frequencies and `T ≥ sqrt(∑ lam w² / 12)`, every
partial sum `l(1) + ... + l(M)` of the phonon coupling is below one half. -/
theorem couplingSum_lt_half {ι : Type*} [Fintype ι] [Nonempty ι] {lam w : ι → ℝ} {T : ℝ}
    (hlam : ∀ k, 0 < lam k) (hw : ∀ k, 0 < w k)
    (hT : Real.sqrt ((∑ k, lam k * w k ^ 2) / 12) ≤ T) (M : ℕ) :
    couplingSum (phononCoupling lam w T) M < 1 / 2 := by
  have hX : 0 < ∑ k, lam k * w k ^ 2 :=
    Finset.sum_pos (fun k _ => mul_pos (hlam k) (pow_pos (hw k) 2)) Finset.univ_nonempty
  have hT0 : 0 < T := lt_of_lt_of_le (Real.sqrt_pos.mpr (by positivity)) hT
  have hXT : ∑ k, lam k * w k ^ 2 ≤ 12 * T ^ 2 := by
    have h := pow_le_pow_left₀ (Real.sqrt_nonneg _) hT 2
    rw [Real.sq_sqrt (by positivity)] at h
    linarith
  have hpi := Real.pi_pos
  -- the coupling lies below an inverse-square law
  have hterm : ∀ j : ℕ, phononCoupling lam w T ((j : ℤ) + 1)
      ≤ 3 / Real.pi ^ 2 * (1 / ((j : ℝ) + 1) ^ 2) := by
    intro j
    calc phononCoupling lam w T ((j : ℤ) + 1)
        ≤ ∑ k, lam k * w k ^ 2 / (2 * Real.pi * T * ((j : ℝ) + 1)) ^ 2 := by
          refine Finset.sum_le_sum fun k _ => ?_
          unfold einsteinCoupling
          push_cast
          exact div_le_div_of_nonneg_left (mul_pos (hlam k) (pow_pos (hw k) 2)).le
            (by positivity) (le_add_of_nonneg_left (sq_nonneg _))
      _ = (∑ k, lam k * w k ^ 2) / (2 * Real.pi * T * ((j : ℝ) + 1)) ^ 2 := by
          rw [Finset.sum_div]
      _ ≤ 12 * T ^ 2 / (2 * Real.pi * T * ((j : ℝ) + 1)) ^ 2 := by gcongr
      _ = 3 / Real.pi ^ 2 * (1 / ((j : ℝ) + 1) ^ 2) := by
          rw [div_mul_div_comm, div_eq_div_iff (by positivity) (by positivity)]
          ring
  -- finite sums of inverse squares stay strictly below `π² / 6`
  have hbasel : ∑ j ∈ range M, 1 / ((j : ℝ) + 1) ^ 2 < Real.pi ^ 2 / 6 := by
    have h := sum_le_hasSum (range (M + 1 + 1)) (fun n _ => by positivity) hasSum_zeta_two
    rw [Finset.sum_range_succ', Finset.sum_range_succ] at h
    push_cast at h
    have hlast : 0 < 1 / ((M : ℝ) + 1) ^ 2 := by positivity
    have hzero : (1 : ℝ) / 0 ^ 2 = 0 := by norm_num
    linarith
  calc couplingSum (phononCoupling lam w T) M
      ≤ 3 / Real.pi ^ 2 * ∑ j ∈ range M, 1 / ((j : ℝ) + 1) ^ 2 := by
        rw [Finset.mul_sum]
        exact Finset.sum_le_sum fun j _ => hterm j
    _ < 3 / Real.pi ^ 2 * (Real.pi ^ 2 / 6) := mul_lt_mul_of_pos_left hbasel (by positivity)
    _ = 1 / 2 := by
        rw [div_mul_div_comm, div_eq_div_iff (by positivity) (by positivity)]
        ring
```

Combining the last two results, $v\cdot Kv\le(2S_{2N}-1)\sum_mv_m^2<0$ for every $v\ne0$ and every $N$.

```lean
/-- For finitely many modes (at least one) with positive couplings and frequencies, the quadratic
form of every truncated Eliashberg matrix is negative definite if `T ≥ sqrt(∑ lam w² / 12)`. -/
theorem pairing_form_neg {ι : Type*} [Fintype ι] [Nonempty ι] {lam w : ι → ℝ} {T : ℝ}
    (hlam : ∀ k, 0 < lam k) (hw : ∀ k, 0 < w k)
    (hT : Real.sqrt ((∑ k, lam k * w k ^ 2) / 12) ≤ T)
    (N : ℕ) (v : Fin N → ℝ) (hv : v ≠ 0) :
    v ⬝ᵥ (pairingKernel (phononCoupling lam w T) N *ᵥ v) < 0 := by
  have heven : ∀ j, phononCoupling lam w T (-j) = phononCoupling lam w T j := by
    intro j
    simp [phononCoupling, einsteinCoupling]
  have hpos : ∀ j, 0 ≤ phononCoupling lam w T j := fun j =>
    Finset.sum_nonneg fun k _ => div_nonneg (mul_nonneg (hlam k).le (sq_nonneg _))
      (add_nonneg (sq_nonneg _) (sq_nonneg _))
  obtain ⟨i, hi⟩ := Function.ne_iff.mp hv
  have hi' : v i ≠ 0 := hi
  have hnorm : 0 < ∑ m, v m ^ 2 :=
    Finset.sum_pos' (fun _ _ => sq_nonneg _) ⟨i, Finset.mem_univ i, by positivity⟩
  have hS := couplingSum_lt_half hlam hw hT (2 * N)
  exact lt_of_le_of_lt (pairing_form_le heven hpos N v)
    (mul_neg_of_neg_of_pos (by linarith) hnorm)
```

For one mode, $\sqrt{\lambda w^2/12}=w\sqrt{\lambda/12}$. The code treats it as a spectrum indexed by the one-element type `Unit`.

```lean
/-- For one phonon mode with `lam, w > 0`, the quadratic form of every truncated Eliashberg
matrix is negative definite if `T ≥ w sqrt(lam / 12)`. -/
theorem einstein_pairing_form_neg {lam w T : ℝ} (hlam : 0 < lam) (hw : 0 < w)
    (hT : w * Real.sqrt (lam / 12) ≤ T) (N : ℕ) (v : Fin N → ℝ) (hv : v ≠ 0) :
    v ⬝ᵥ (pairingKernel (einsteinCoupling lam w T) N *ᵥ v) < 0 := by
  have hl : phononCoupling (fun _ : Unit => lam) (fun _ => w) T = einsteinCoupling lam w T := by
    funext j
    simp [phononCoupling]
  have hT' : Real.sqrt ((∑ _k : Unit, lam * w ^ 2) / 12) ≤ T := by
    have e : (∑ _k : Unit, lam * w ^ 2) / 12 = w ^ 2 * (lam / 12) := by
      rw [Fintype.sum_unique]
      ring
    rw [e, Real.sqrt_mul (sq_nonneg w), Real.sqrt_sq hw.le]
    exact hT
  rw [← hl]
  exact pairing_form_neg (fun _ => hlam) (fun _ => hw) hT' N v hv
```

If $Kv=\mu v$ with $v\ne0$, then $\mu\,v\cdot v=v\cdot Kv<0$, hence $\mu<0$. In a Matsubara-grid calculation with this isotropic, repulsion-free kernel, no choice of cutoff $N$ therefore yields a pairing instability at or above $T=w\sqrt{\lambda/12}$. This condition is sufficient, not necessary: by continuity, each truncated matrix stays negative definite slightly below that temperature.

The step left to the reader is the passage from all finite $N$ to the full, infinite set of frequencies. Modelling $K$ as an operator on square-summable sequences would address that set directly, but would require a domain, because the diagonal grows with $m$.

```lean
/-- For one phonon mode with `lam, w > 0` and `T ≥ w sqrt(lam / 12)`, every real eigenvalue of
every truncated Eliashberg matrix is negative. -/
theorem einstein_eigenvalue_neg {lam w T : ℝ} (hlam : 0 < lam) (hw : 0 < w)
    (hT : w * Real.sqrt (lam / 12) ≤ T) {N : ℕ} {v : Fin N → ℝ} (hv : v ≠ 0) {μ : ℝ}
    (hμ : pairingKernel (einsteinCoupling lam w T) N *ᵥ v = μ • v) : μ < 0 := by
  have h := einstein_pairing_form_neg hlam hw hT N v hv
  rw [hμ, dotProduct_smul, smul_eq_mul] at h
  have hvv : 0 ≤ v ⬝ᵥ v := Finset.sum_nonneg fun i _ => mul_self_nonneg (v i)
  by_contra hneg
  exact absurd h (not_lt_of_ge (mul_nonneg (not_lt.mp hneg) hvv))

end

end EliashbergUpperBound
```

```lean
#print axioms EliashbergUpperBound.pairingKernel_isSymm
#print axioms EliashbergUpperBound.einstein_pairing_form_neg
#print axioms EliashbergUpperBound.einstein_eigenvalue_neg
```

```
'EliashbergUpperBound.pairingKernel_isSymm' depends on axioms: [propext, Classical.choice, Quot.sound]
'EliashbergUpperBound.einstein_pairing_form_neg' depends on axioms: [propext, Classical.choice, Quot.sound]
'EliashbergUpperBound.einstein_eigenvalue_neg' depends on axioms: [propext, Classical.choice, Quot.sound]
```
